# Duschinsky mixing of two undisplaced harmonic modes: the width differences fix the direction in which the 0-0 factor changes

When a vibronic spectrum is computed in the parallel-mode approximation, the rotation between the normal modes of the two electronic states is dropped while the frequencies of both states are kept, and the Franck-Condon factor of the 0-0 line becomes a product of one-mode factors. For two harmonic modes with the same equilibrium geometry in both states, the frequencies, once the modes are paired, tell whether this step overestimates or underestimates that factor.

## Two Gaussian states with rotated axes

In mass-weighted coordinates $(x,y)$, the vibrational ground state of a two-mode harmonic oscillator is

$$\psi_A(x,y)=\sqrt{\frac{\sqrt{\det A}}{\pi}}\;e^{-\frac12 (x,y)A(x,y)^T},$$

where $A$ is the width matrix. Its eigenvalues, called widths here, are $\omega/\hbar$ for the two angular frequencies $\omega$; a larger value means a stiffer mode and a narrower Gaussian. Positive widths thus stand for real frequencies, that is, for a true minimum of the potential.

We take the normal coordinates of the first electronic state as axes, so $A=\mathrm{diag}(a_1,a_2)$. The second state has widths $b_1,b_2$ along axes rotated by $t$:

$$B=R\,\mathrm{diag}(b_1,b_2)\,R^T,\qquad R=\begin{pmatrix}\cos t&-\sin t\\ \sin t&\cos t\end{pmatrix}.$$

If the electronic transition dipole is constant (the Condon approximation), the 0-0 intensity is proportional to $F(t)=\left(\int\!\!\int\psi_A\psi_B\,dy\,dx\right)^2$.

## The overlap as a ratio of determinants

Let $r>0$ and $D=pr-q^2>0$. Completing the square in $y$ gives

$$px^2+2qxy+ry^2=r\left(y+\tfrac{q}{r}x\right)^2+\tfrac{D}{r}x^2 .$$

The $y$ integral of $e^{-(px^2+2qxy+ry^2)/2}$ is $\sqrt{2\pi/r}\;e^{-Dx^2/(2r)}$. The $x$ integral then contributes $\sqrt{2\pi r/D}$, and the product is $2\pi/\sqrt D$.

The exponents of $\psi_A$ and $\psi_B$ add, so their product is a Gaussian with width matrix $A+B$. Hence

$$F=\frac{\sqrt{\det A}\,\sqrt{\det B}}{\pi^2}\cdot\frac{4\pi^2}{\det(A+B)}=\frac{4\sqrt{\det A\det B}}{\det(A+B)}.$$

For $B=A$ we have $\det(2A)=4\det A$, and the squared overlap is 1. The overlap itself is the integral of a square, so it is nonnegative and equals 1: the states are normalised.

## How the angle enters

Write $c=\cos t$ and $s=\sin t$, and count matrix entries from zero. Multiplying out gives

$$B_{00}=b_1c^2+b_2s^2,\quad B_{01}=B_{10}=(b_1-b_2)cs,\quad B_{11}=b_1s^2+b_2c^2 .$$

With $u=cx+sy$ and $v=cy-sx$, the quadratic form of $B$ is $b_1u^2+b_2v^2$. Since $u^2+v^2=x^2+y^2$, it is positive away from the origin. The determinant does not depend on the angle:

$$\det B=b_1b_2(c^4+s^4)+2b_1b_2c^2s^2=b_1b_2(c^2+s^2)^2=b_1b_2 .$$

For the sum,

$$\det(A+B)=a_1a_2+a_1B_{11}+a_2B_{00}+\det B .$$

Replacing $c^2$ by $1-s^2$ in the middle terms gives

$$a_1B_{11}+a_2B_{00}=a_1b_2+a_2b_1+s^2(a_1-a_2)(b_1-b_2),$$

and therefore, with $\kappa=(a_1-a_2)(b_1-b_2)$,

$$\det(A+B)=(a_1+b_1)(a_2+b_2)+\kappa\sin^2t,\qquad F(t)=\frac{4\sqrt{a_1a_2b_1b_2}}{(a_1+b_1)(a_2+b_2)+\kappa\sin^2 t}.$$

The numerator is fixed and the denominator is positive. So $F(t)\le F(0)$ if $\kappa\ge0$, and $F(t)\ge F(0)$ if $\kappa\le0$. Equality holds exactly when $\kappa\sin^2t=0$, which means $\sin t=0$, $a_1=a_2$ or $b_1=b_2$. If $\kappa\ge0$, then $\sin^2t\le1$ also gives $F(\pi/2)\le F(t)$.

## No rotation, and the wrong pairing of modes

At $t=0$ the factor splits into one-mode factors,

$$F(0)=\frac{2\sqrt{a_1b_1}}{a_1+b_1}\cdot\frac{2\sqrt{a_2b_2}}{a_2+b_2},$$

which is the parallel-mode value.

Positivity of the widths alone does not give $F(t)\le F(0)$. Take $a_1=1$, $a_2=4$, $b_1=4$, $b_2=1$, so that $\kappa=-9$. Then $F(0)=16/25$, while $F(\pi/2)=16/16=1$: the quarter turn brings the two stiff directions together, and the states coincide. If the modes of both states are numbered by increasing frequency, $\kappa\ge0$ holds automatically, and the parallel-mode value with this pairing is an upper bound.

## What the Lean theorems say

`groundState A` is $\psi_A$, and `overlap A B` is the iterated integral over the plane. `rotatedWidth b1 b2 t` is $B$, with the width `b1` along the direction $(\cos t,\sin t)$. `fc00 a1 a2 b1 b2 t` is $F(t)$, defined as the square of the actual integral; the determinant formula is proved as `overlap_sq`.

The main theorem, `duschinsky_fc00`, takes four positive widths and any real angle, and states both implications, one for each sign of $\kappa$. `fc00_eq_unmixed_iff` gives the equality case and `fc00_swapped_le`, for $\kappa\ge0$, the lower bound $F(\pi/2)$. The determinant identity `det_add_rotatedWidth` holds for all real widths.

The Gaussian form of the states is a definition; it is not derived from a Schrödinger equation. The model has exactly two modes and a common minimum. A displacement between the minima would multiply $F$ by an exponential that in general also depends on $t$, so the ordering should not be carried over to displaced states.

```lean
import Mathlib

open Matrix MeasureTheory

namespace DuschinskyMixing

noncomputable section

/-- The normalised Gaussian vibrational state of two modes with positive definite width
matrix `A`, centred at the origin. -/
def groundState (A : Matrix (Fin 2) (Fin 2) ℝ) (x y : ℝ) : ℝ :=
  √(√A.det / Real.pi) * Real.exp (-(![x, y] ⬝ᵥ A *ᵥ ![x, y]) / 2)

/-- The overlap integral of two Gaussian vibrational states with a common centre. -/
def overlap (A B : Matrix (Fin 2) (Fin 2) ℝ) : ℝ :=
  ∫ x : ℝ, ∫ y : ℝ, groundState A x y * groundState B x y

/-- The Duschinsky rotation of the two normal modes by the angle `t`. -/
def modeRotation (t : ℝ) : Matrix (Fin 2) (Fin 2) ℝ :=
  !![Real.cos t, -Real.sin t; Real.sin t, Real.cos t]

/-- The width matrix with principal widths `b1`, `b2` along axes rotated by `t`. -/
def rotatedWidth (b1 b2 t : ℝ) : Matrix (Fin 2) (Fin 2) ℝ :=
  modeRotation t * !![b1, 0; 0, b2] * (modeRotation t)ᵀ

/-- The 0-0 Franck-Condon factor: the squared overlap of a state with widths `a1`, `a2`
and a state with widths `b1`, `b2` whose modes are rotated by `t`. -/
def fc00 (a1 a2 b1 b2 t : ℝ) : ℝ :=
  overlap !![a1, 0; 0, a2] (rotatedWidth b1 b2 t) ^ 2

/-- The Gaussian integral over two coupled coordinates, for a positive definite
quadratic form. -/
theorem gaussian_integral_two {p q r : ℝ} (hr : 0 < r) (h : 0 < p * r - q ^ 2) :
    ∫ x : ℝ, ∫ y : ℝ, Real.exp (-(p * x ^ 2 + 2 * q * x * y + r * y ^ 2) / 2)
      = 2 * Real.pi / √(p * r - q ^ 2) := by
  obtain ⟨D, hD⟩ : ∃ D, D = p * r - q ^ 2 := ⟨_, rfl⟩
  rw [← hD] at h ⊢
  -- complete the square in `y` and shift the integration variable
  have inner_int : ∀ x : ℝ,
      ∫ y : ℝ, Real.exp (-(p * x ^ 2 + 2 * q * x * y + r * y ^ 2) / 2)
        = Real.exp (-(D / (2 * r)) * x ^ 2) * √(Real.pi / (r / 2)) := by
    intro x
    have shift : ∫ y : ℝ, Real.exp (-(r / 2) * (y + q * x / r) ^ 2)
        = ∫ y : ℝ, Real.exp (-(r / 2) * y ^ 2) :=
      integral_add_right_eq_self (fun y : ℝ => Real.exp (-(r / 2) * y ^ 2)) _
    rw [← integral_gaussian, ← shift, ← integral_const_mul]
    congr 1
    ext y
    rw [← Real.exp_add, hD]
    congr 1
    field_simp
    ring
  simp_rw [inner_int]
  rw [integral_mul_const, integral_gaussian, ← Real.sqrt_mul (by positivity)]
  have e : Real.pi / (D / (2 * r)) * (Real.pi / (r / 2)) = (2 * Real.pi) ^ 2 / D := by
    field_simp
  rw [e, Real.sqrt_div (by positivity), Real.sqrt_sq (by positivity)]

/-- The squared overlap of two Gaussian states with a common centre and positive definite
width matrices `A`, `B` is `4 √(det A det B) / det (A + B)`. -/
theorem overlap_sq {A B : Matrix (Fin 2) (Fin 2) ℝ} (hA : A.PosDef) (hB : B.PosDef) :
    overlap A B ^ 2 = 4 * √(A.det * B.det) / (A + B).det := by
  have sym : ∀ M : Matrix (Fin 2) (Fin 2) ℝ, M.PosDef → M 1 0 = M 0 1 :=
    fun M hM => by simpa using hM.isHermitian.apply 0 1
  have hAB := hA.add hB
  have hpos := hAB.det_pos
  have hdet : (A + B).det = (A + B) 0 0 * (A + B) 1 1 - (A + B) 0 1 ^ 2 := by
    rw [Matrix.det_fin_two, sym _ hAB]
    ring
  -- the product of the two Gaussians is a Gaussian with width matrix `A + B`
  have prod : ∀ x y : ℝ, groundState A x y * groundState B x y
      = √(√A.det / Real.pi) * √(√B.det / Real.pi) *
        Real.exp (-((A + B) 0 0 * x ^ 2 + 2 * (A + B) 0 1 * x * y
          + (A + B) 1 1 * y ^ 2) / 2) := by
    intro x y
    unfold groundState
    rw [mul_mul_mul_comm, ← Real.exp_add]
    congr 2
    simp only [Matrix.mulVec, dotProduct, Fin.sum_univ_two, Matrix.cons_val_zero,
      Matrix.cons_val_one, Matrix.add_apply, sym A hA, sym B hB]
    ring
  unfold overlap
  simp_rw [prod, integral_const_mul]
  rw [gaussian_integral_two hAB.diag_pos (hdet ▸ hpos), ← hdet, mul_pow, mul_pow, div_pow,
    Real.sq_sqrt (by positivity), Real.sq_sqrt (by positivity), Real.sq_sqrt hpos.le,
    Real.sqrt_mul hA.det_pos.le]
  have hpi := Real.pi_ne_zero
  have hne := hpos.ne'
  field_simp
  ring

/-- A Gaussian state with positive definite width matrix has norm one. -/
theorem overlap_self {A : Matrix (Fin 2) (Fin 2) ℝ} (hA : A.PosDef) : overlap A A = 1 := by
  have h0 : 0 ≤ overlap A A :=
    integral_nonneg fun x => integral_nonneg fun y => mul_self_nonneg _
  have hd : (A + A).det = 4 * A.det := by
    simp only [Matrix.det_fin_two, Matrix.add_apply]
    ring
  have h1 : overlap A A ^ 2 = 1 := by
    rw [overlap_sq hA hA, hd, Real.sqrt_mul_self hA.det_pos.le]
    exact div_self (mul_ne_zero (by norm_num) hA.det_pos.ne')
  have h2 : (overlap A A - 1) * (overlap A A + 1) = 0 := by linear_combination h1
  rcases mul_eq_zero.1 h2 with h | h <;> linarith

/-- The entries of the rotated width matrix. -/
theorem rotatedWidth_eq (b1 b2 t : ℝ) : rotatedWidth b1 b2 t =
    !![b1 * Real.cos t ^ 2 + b2 * Real.sin t ^ 2, (b1 - b2) * Real.cos t * Real.sin t;
       (b1 - b2) * Real.cos t * Real.sin t, b1 * Real.sin t ^ 2 + b2 * Real.cos t ^ 2] := by
  ext i j
  fin_cases i <;> fin_cases j <;>
    simp [rotatedWidth, modeRotation, Matrix.mul_apply, Fin.sum_univ_two] <;> ring

/-- A rotated width matrix with positive principal widths is positive definite. -/
theorem rotatedWidth_posDef {b1 b2 : ℝ} (h1 : 0 < b1) (h2 : 0 < b2) (t : ℝ) :
    (rotatedWidth b1 b2 t).PosDef := by
  rw [Matrix.posDef_iff_dotProduct_mulVec, rotatedWidth_eq]
  refine ⟨by ext i j; fin_cases i <;> fin_cases j <;> simp, ?_⟩
  intro x hx
  have hn : 0 < x 0 ^ 2 + x 1 ^ 2 := by
    have h : x 0 ≠ 0 ∨ x 1 ≠ 0 := by
      by_contra h
      rw [not_or, not_not, not_not] at h
      exact hx (by ext i; fin_cases i; exacts [h.1, h.2])
    rcases h with h | h <;> positivity
  -- in the rotated coordinates `u`, `v` the form is `b1 u² + b2 v²`
  obtain ⟨u, hu⟩ : ∃ u, u = Real.cos t * x 0 + Real.sin t * x 1 := ⟨_, rfl⟩
  obtain ⟨v, hv⟩ : ∃ v, v = Real.cos t * x 1 - Real.sin t * x 0 := ⟨_, rfl⟩
  have huv : 0 < u ^ 2 + v ^ 2 := by
    have e : u ^ 2 + v ^ 2 = x 0 ^ 2 + x 1 ^ 2 := by
      rw [hu, hv]
      linear_combination (x 0 ^ 2 + x 1 ^ 2) * Real.sin_sq_add_cos_sq t
    rwa [e]
  have key : 0 < b1 * u ^ 2 + b2 * v ^ 2 := by
    rcases le_total b1 b2 with h | h
    · nlinarith [mul_pos h1 huv, mul_nonneg (sub_nonneg.2 h) (sq_nonneg v)]
    · nlinarith [mul_pos h2 huv, mul_nonneg (sub_nonneg.2 h) (sq_nonneg u)]
  refine key.trans_eq ?_
  rw [hu, hv]
  simp [Matrix.mulVec, dotProduct, Fin.sum_univ_two]
  ring

/-- Rotating the modes by `t` changes the determinant of the summed width matrices by
`sin² t (a1 - a2) (b1 - b2)`. -/
theorem det_add_rotatedWidth (a1 a2 b1 b2 t : ℝ) :
    (!![a1, 0; 0, a2] + rotatedWidth b1 b2 t).det
      = (a1 + b1) * (a2 + b2) + Real.sin t ^ 2 * ((a1 - a2) * (b1 - b2)) := by
  rw [rotatedWidth_eq, Matrix.det_fin_two]
  simp only [Matrix.add_apply, Matrix.of_apply, Matrix.cons_val', Matrix.cons_val_zero,
    Matrix.cons_val_one, Matrix.cons_val_fin_one]
  linear_combination (a1 * b2 + a2 * b1
    + b1 * b2 * (Real.sin t ^ 2 + Real.cos t ^ 2 + 1)) * Real.sin_sq_add_cos_sq t

variable {a1 a2 b1 b2 : ℝ}

/-- For positive widths, the 0-0 factors at two mixing angles are ordered oppositely to the values
of `sin² w * ((a1 - a2) * (b1 - b2))` at these angles `w`. -/
theorem fc00_le_iff (ha1 : 0 < a1) (ha2 : 0 < a2) (hb1 : 0 < b1) (hb2 : 0 < b2) (s t : ℝ) :
    fc00 a1 a2 b1 b2 s ≤ fc00 a1 a2 b1 b2 t ↔
      Real.sin t ^ 2 * ((a1 - a2) * (b1 - b2)) ≤
        Real.sin s ^ 2 * ((a1 - a2) * (b1 - b2)) := by
  have hA : (!![a1, 0; 0, a2] : Matrix (Fin 2) (Fin 2) ℝ).PosDef := by
    simpa [rotatedWidth_eq] using rotatedWidth_posDef ha1 ha2 0
  have hdet : ∀ w, (rotatedWidth b1 b2 w).det = b1 * b2 := fun w => by
    rw [rotatedWidth_eq, Matrix.det_fin_two_of]
    linear_combination b1 * b2 * (Real.sin w ^ 2 + Real.cos w ^ 2 + 1)
      * Real.sin_sq_add_cos_sq w
  have hD := fun w => (hA.add (rotatedWidth_posDef hb1 hb2 w)).det_pos
  have hN : 0 < 4 * √((!![a1, 0; 0, a2] : Matrix (Fin 2) (Fin 2) ℝ).det * (b1 * b2)) := by
    have := hA.det_pos
    positivity
  unfold fc00
  -- the numerators agree, so only the determinants of the sums matter
  rw [overlap_sq hA (rotatedWidth_posDef hb1 hb2 s),
    overlap_sq hA (rotatedWidth_posDef hb1 hb2 t), hdet, hdet,
    div_le_div_iff₀ (hD s) (hD t), det_add_rotatedWidth, det_add_rotatedWidth]
  constructor
  · intro h
    have := le_of_mul_le_mul_left h hN
    linarith
  · intro h
    exact mul_le_mul_of_nonneg_left (by linarith) hN.le

/-- For positive widths, Duschinsky mixing never raises the 0-0 factor above its unmixed
value if `(a1 - a2) (b1 - b2) ≥ 0`, and never lowers it below if the product is `≤ 0`. -/
theorem duschinsky_fc00 (ha1 : 0 < a1) (ha2 : 0 < a2) (hb1 : 0 < b1) (hb2 : 0 < b2) (t : ℝ) :
    (0 ≤ (a1 - a2) * (b1 - b2) → fc00 a1 a2 b1 b2 t ≤ fc00 a1 a2 b1 b2 0) ∧
    ((a1 - a2) * (b1 - b2) ≤ 0 → fc00 a1 a2 b1 b2 0 ≤ fc00 a1 a2 b1 b2 t) := by
  rw [fc00_le_iff ha1 ha2 hb1 hb2, fc00_le_iff ha1 ha2 hb1 hb2, Real.sin_zero]
  constructor <;> intro h
  · nlinarith [mul_nonneg (sq_nonneg (Real.sin t)) h]
  · nlinarith [mul_nonneg (sq_nonneg (Real.sin t)) (neg_nonneg.2 h)]

/-- For positive widths, mixing leaves the 0-0 factor unchanged exactly when `sin t = 0`
or one of the two states has equal widths. -/
theorem fc00_eq_unmixed_iff (ha1 : 0 < a1) (ha2 : 0 < a2) (hb1 : 0 < b1) (hb2 : 0 < b2)
    (t : ℝ) : fc00 a1 a2 b1 b2 t = fc00 a1 a2 b1 b2 0 ↔
      Real.sin t = 0 ∨ a1 = a2 ∨ b1 = b2 := by
  rw [le_antisymm_iff, fc00_le_iff ha1 ha2 hb1 hb2, fc00_le_iff ha1 ha2 hb1 hb2,
    ← le_antisymm_iff, Real.sin_zero, zero_pow two_ne_zero, zero_mul, eq_comm,
    mul_eq_zero, mul_eq_zero, sub_eq_zero, sub_eq_zero, pow_eq_zero_iff two_ne_zero]

/-- For positive widths with `(a1 - a2) (b1 - b2) ≥ 0`, the 0-0 factor is smallest at the
mixing angle `π / 2`. -/
theorem fc00_swapped_le (ha1 : 0 < a1) (ha2 : 0 < a2) (hb1 : 0 < b1) (hb2 : 0 < b2)
    (h : 0 ≤ (a1 - a2) * (b1 - b2)) (t : ℝ) :
    fc00 a1 a2 b1 b2 (Real.pi / 2) ≤ fc00 a1 a2 b1 b2 t := by
  rw [fc00_le_iff ha1 ha2 hb1 hb2, Real.sin_pi_div_two]
  exact mul_le_mul_of_nonneg_right
    (by nlinarith [Real.sin_sq_add_cos_sq t, sq_nonneg (Real.cos t)]) h

end

end DuschinskyMixing
```

```lean
#print axioms DuschinskyMixing.overlap_self
#print axioms DuschinskyMixing.duschinsky_fc00
#print axioms DuschinskyMixing.fc00_eq_unmixed_iff
#print axioms DuschinskyMixing.fc00_swapped_le
```

```
'DuschinskyMixing.overlap_self' depends on axioms: [propext, Classical.choice, Quot.sound]
'DuschinskyMixing.duschinsky_fc00' depends on axioms: [propext, Classical.choice, Quot.sound]
'DuschinskyMixing.fc00_eq_unmixed_iff' depends on axioms: [propext, Classical.choice, Quot.sound]
'DuschinskyMixing.fc00_swapped_le' depends on axioms: [propext, Classical.choice, Quot.sound]
```

## From the Gaussian integral to the comparison of angles

`gaussian_integral_two` completes the square. Its step `shift` removes the offset $qx/r$ by translation invariance of the integral, and `integral_gaussian` evaluates each of the two one-dimensional integrals.

In `overlap_sq`, the step `prod` merges the two exponentials into one with matrix `A + B`, using the symmetry of both matrices. Positive definiteness of the sum supplies the two conditions of the integral lemma, and squaring removes the outer roots. `overlap_self` sets $B=A$, factors $S^2-1=0$ for the overlap $S$, and excludes $S=-1$ by nonnegativity.

`rotatedWidth_eq` computes the entries of $B$. `rotatedWidth_posDef` introduces $u$ and $v$ as above, with `x 0` and `x 1` for the two coordinates. Its step `key` bounds $b_1u^2+b_2v^2$ from below by the smaller width times $u^2+v^2$, with a case split on which width is smaller.

In `det_add_rotatedWidth`, the tactic `linear_combination` is given the multiple of $\sin^2t+\cos^2t=1$ that turns one side into the other. This replaces the substitution $c^2=1-s^2$ made by hand.

`fc00_le_iff` compares two arbitrary angles $s$ and $t$ (here $s$ is an angle, not a sine). It rewrites both factors by `overlap_sq`, replaces both determinants of $B$ by $b_1b_2$, and clears the positive denominators with `div_le_div_iff₀`. Cancelling the common positive numerator leaves the equivalence

$$F(s)\le F(t)\iff \kappa\sin^2t\le\kappa\sin^2s .$$

The last three theorems are read off from it. `duschinsky_fc00` sets one angle to zero and uses the sign of $\kappa\sin^2t$. `fc00_eq_unmixed_iff` splits the equality into two inequalities, translates each, and joins them again into $\kappa\sin^2t=0$, whose factors give the three cases. `fc00_swapped_le` sets one angle to $\pi/2$ and multiplies $\sin^2t\le1$ by $\kappa\ge0$.
